# Bounds $1-\operatorname{tr}K\le\det(1-K)\le e^{-\operatorname{tr}K}$ for $0\le K\le 1$, and the probability that a region is empty in a Slater determinant

A Hartree–Fock or non-interacting calculation for $N$ fermions with integer occupations, on a lattice or in any finite orthonormal basis of sites, ends with $N$ orthonormal occupied orbitals (spin orbitals if the fermions carry spin, the spin label then being part of the site index). Summing their density over a set $A$ of sites gives a population $N_A$. That one number already brackets the probability $P_0(A)$ of finding no fermion in $A$, provided the state is a single Slater determinant:

$$1-N_A\;\le\;P_0(A)\;\le\;e^{-N_A}.$$

The right side is the probability of zero counts in a Poisson distribution of mean $N_A$. The left side is informative when $N_A<1$. Both follow from an inequality for a finite complex matrix $K$ with $K\ge0$ and $1-K\ge0$, together with the formula $P_0(A)=\det(1-K_A)$, where $K_A$ is the overlap matrix of the orbitals inside $A$.

In Lean 4 with Mathlib:

```lean
import Mathlib

open Matrix Finset
open scoped ComplexOrder

namespace HoleProbability

noncomputable section

variable {n m : Type*} [Fintype n] [DecidableEq n] [Fintype m] [DecidableEq m]
```

The finite type `n` indexes the rows and columns of $K$; for a Slater determinant it labels both particles and orbitals, and `m` labels sites. `ComplexOrder` makes $0\le z$ mean that $z$ is real and nonnegative. Mathlib's `PosSemidef` includes hermiticity, so $1-K\ge0$ makes $K$ Hermitian.

## The determinant and the trace

The two quantities to be compared are $\det(1-K)$ and $\operatorname{tr}K$. They are defined by their real parts, which loses nothing, since the spectral step below shows both to be real when $1-K\ge0$.

```lean
/-- The hole determinant `det (1 - K)` of a kernel `K` (real part). -/
def holeProb (K : Matrix n n ℂ) : ℝ := (1 - K).det.re

/-- The real part of the trace `tr K` of a matrix `K`. -/
def meanNumber (K : Matrix n n ℂ) : ℝ := K.trace.re
```

For a general $K$ these are just two numbers. For $K=K_A$ with orthonormal orbitals, `holeProb` is shown below to equal the probability that $A$ is empty, and `meanNumber` to equal the orbital density summed over $A$.

## A product of factors $1-\nu_i$

Let $\nu_i\le1$ be real numbers with $i$ in a finite set $s$, and put $P=\prod_{i\in s}(1-\nu_i)\ge0$ and $S=\sum_{i\in s}\nu_i$. The claims are $P\le e^{-S}$ and, if all $\nu_i\ge0$, $1-S\le P$. For empty $s$ both read $1\le1$. Add an index $a$. Since $1-\nu_a\le e^{-\nu_a}$, $P\ge0$ and $e^{-\nu_a}>0$,

$$(1-\nu_a)P\le e^{-\nu_a}e^{-S}=e^{-(\nu_a+S)} .$$

For the lower bound, $1-\nu_a\ge0$ and $\nu_aS\ge0$ give

$$(1-\nu_a)P\ge(1-\nu_a)(1-S)=1-\nu_a-S+\nu_aS\ge1-(\nu_a+S).$$

```lean
omit [Fintype n] in
/-- For numbers `ν ≤ 1` the product of `1 - ν` is at most `exp (-∑ ν)`; if also `0 ≤ ν`
it is at least `1 - ∑ ν`. -/
theorem prod_bounds (ν : n → ℝ) (h1 : ∀ i, ν i ≤ 1) (s : Finset n) :
    ∏ i ∈ s, (1 - ν i) ≤ Real.exp (-∑ i ∈ s, ν i) ∧
      ((∀ i, 0 ≤ ν i) → 1 - ∑ i ∈ s, ν i ≤ ∏ i ∈ s, (1 - ν i)) := by
  induction s using Finset.induction_on with
  | empty => simp
  | insert a s ha ih =>
    rw [Finset.prod_insert ha, Finset.sum_insert ha]
    have hp : 0 ≤ ∏ i ∈ s, (1 - ν i) := Finset.prod_nonneg fun i _ => sub_nonneg.2 (h1 i)
    refine ⟨?_, fun h0 => ?_⟩
    · rw [neg_add, Real.exp_add]
      exact mul_le_mul (by linarith [Real.add_one_le_exp (-ν a)]) ih.1 hp (Real.exp_pos _).le
    · have hS : 0 ≤ ∑ i ∈ s, ν i := Finset.sum_nonneg fun i _ => h0 i
      nlinarith [mul_le_mul_of_nonneg_left (ih.2 h0) (sub_nonneg.2 (h1 a)), mul_nonneg (h0 a) hS]
```

`Real.add_one_le_exp` at $-\nu_a$ is the one-factor bound, and the two hints passed to `nlinarith` are the two inequalities of the last display.

## Eigenvalues of $1-K$

Let $d$ be the dimension of $K$ and $\mu_i\ge0$ the eigenvalues of the positive semidefinite matrix $1-K$. Set $\nu_i=1-\mu_i\le1$. Then

$$\det(1-K)=\prod_i\mu_i=\prod_i(1-\nu_i),\qquad \operatorname{tr}K=d-\sum_i\mu_i=\sum_i\nu_i .$$

If $v\ne0$ satisfies $(1-K)v=\mu_iv$, then $Kv=\nu_iv$. When $K\ge0$ this gives $0\le v^\dagger Kv=\nu_i\,v^\dagger v$ with $v^\dagger v>0$, so $\nu_i\ge0$.

```lean
/-- If `1 - K ≥ 0` there are real numbers `ν ≤ 1` with `det (1 - K) = ∏ (1 - ν)` and
`tr K = ∑ ν`, and they are nonnegative when `K ≥ 0`. -/
theorem exists_occupations {K : Matrix n n ℂ} (hL : (1 - K).PosSemidef) :
    ∃ ν : n → ℝ, (∀ i, ν i ≤ 1) ∧ (1 - K).det = ((∏ i, (1 - ν i) : ℝ) : ℂ) ∧
      K.trace = ((∑ i, ν i : ℝ) : ℂ) ∧ (K.PosSemidef → ∀ i, 0 ≤ ν i) := by
  have hd : (1 - K).det = ∏ i, ((hL.1.eigenvalues i : ℝ) : ℂ) := hL.1.det_eq_prod_eigenvalues
  have ht : (1 - K).trace = ∑ i, ((hL.1.eigenvalues i : ℝ) : ℂ) :=
    hL.1.trace_eq_sum_eigenvalues
  refine ⟨fun i => 1 - hL.1.eigenvalues i, fun i => sub_le_self _ (hL.eigenvalues_nonneg i),
    ?_, ?_, fun hK i => ?_⟩
  · rw [hd]
    simp
  · rw [trace_sub, trace_one] at ht
    push_cast
    rw [Finset.sum_sub_distrib, ← ht]
    simp
  · -- an eigenvector of `1 - K` is one of `K`; test positivity of `K` on it
    show 0 ≤ 1 - hL.1.eigenvalues i
    obtain ⟨v, hv0, hv⟩ : ∃ v : n → ℂ, v ≠ 0 ∧ (1 - K) *ᵥ v = hL.1.eigenvalues i • v :=
      ⟨(hL.1.eigenvectorBasis i).ofLp, fun h => hL.1.eigenvectorBasis.orthonormal.ne_zero i
        (by ext j; exact congrFun h j), hL.1.mulVec_eigenvectorBasis i⟩
    generalize hL.1.eigenvalues i = μ at hv ⊢
    have hKv : K *ᵥ v = (1 - μ) • v := by
      rw [sub_mulVec, one_mulVec] at hv
      rw [sub_smul, one_smul, ← hv]
      abel
    have h := hK.dotProduct_mulVec_nonneg v
    rw [hKv, dotProduct_smul] at h
    have hp : 0 < star v ⬝ᵥ v := lt_of_le_of_ne (dotProduct_star_self_nonneg v)
      fun e => hv0 (dotProduct_star_self_eq_zero.1 e.symm)
    have h1 := (Complex.le_def.1 h).1
    have h2 := (Complex.lt_def.1 hp).1
    rw [Complex.zero_re, Complex.smul_re, smul_eq_mul] at h1
    rw [Complex.zero_re] at h2
    by_contra hc
    nlinarith [mul_pos (neg_pos.2 (not_le.1 hc)) h2]
```

The two equations are stated in $\mathbb C$ with real right-hand sides, which is the reality of determinant and trace. In the last branch `hKv` is $Kv=\nu_iv$, `h` is positivity of $K$ tested on $v$, and `hp` is $v^\dagger v>0$.

## The two bounds and the equality case

Inserting these $\nu_i$ into the first scalar bound gives $\det(1-K)\le e^{-\operatorname{tr}K}$. Only $1-K\ge0$ is used; negative eigenvalues of $K$ are allowed.

```lean
/-- If `1 - K ≥ 0`, the hole determinant is at most the Poisson value `exp (-tr K)`. -/
theorem holeProb_le_poisson {K : Matrix n n ℂ} (hL : (1 - K).PosSemidef) :
    holeProb K ≤ Real.exp (-meanNumber K) := by
  obtain ⟨ν, h1, hd, ht, -⟩ := exists_occupations hL
  rw [holeProb, meanNumber, hd, ht, Complex.ofReal_re, Complex.ofReal_re]
  exact (prod_bounds ν h1 univ).1
```

With $K\ge0$ as well, every $\nu_i$ lies in $[0,1]$ and the second scalar bound applies. For $K=K_A$ each $\nu_i$ is the weight inside $A$ of a normalised combination of the occupied orbitals, and the two hypotheses say that this weight is neither negative nor larger than one.

```lean
/-- For `0 ≤ K ≤ 1`: `1 - tr K ≤ det (1 - K) ≤ exp (-tr K)`. -/
theorem holeProb_bounds {K : Matrix n n ℂ} (hK : K.PosSemidef) (hL : (1 - K).PosSemidef) :
    1 - meanNumber K ≤ holeProb K ∧ holeProb K ≤ Real.exp (-meanNumber K) := by
  refine ⟨?_, holeProb_le_poisson hL⟩
  obtain ⟨ν, h1, hd, ht, h0⟩ := exists_occupations hL
  rw [holeProb, meanNumber, hd, ht, Complex.ofReal_re, Complex.ofReal_re]
  exact (prod_bounds ν h1 univ).2 (h0 hK)
```

In words: for every finite complex matrix with $K\ge0$ (`hK`) and $1-K\ge0$ (`hL`), $1-\operatorname{tr}K\le\det(1-K)\le e^{-\operatorname{tr}K}$. For the empty index type all three terms equal $1$.

Under the same hypotheses the upper bound is an equality exactly when $K=0$. Suppose $\nu_j\neq0$. Then $1-\nu_j<e^{-\nu_j}$ strictly, and with $S'=\sum_{i\ne j}\nu_i$

$$\prod_i(1-\nu_i)\le(1-\nu_j)\,e^{-S'}<e^{-\nu_j}e^{-S'}=e^{-\operatorname{tr}K}.$$

Equality therefore forces all $\nu_j=0$, hence $\operatorname{tr}K=0$, and a positive semidefinite matrix of zero trace vanishes. Conversely $K=0$ gives $1=1$.

```lean
/-- For `0 ≤ K ≤ 1` the Poisson value is attained exactly when `K = 0`. -/
theorem holeProb_eq_poisson_iff {K : Matrix n n ℂ} (hK : K.PosSemidef)
    (hL : (1 - K).PosSemidef) : holeProb K = Real.exp (-meanNumber K) ↔ K = 0 := by
  refine ⟨fun h => ?_, fun h => by subst h; simp [holeProb, meanNumber]⟩
  obtain ⟨ν, h1, hd, ht, -⟩ := exists_occupations hL
  rw [holeProb, meanNumber, hd, ht, Complex.ofReal_re, Complex.ofReal_re] at h
  have hall : ∀ j, ν j = 0 := fun j => by
    by_contra hj
    -- a nonzero `ν j` makes its own factor strictly smaller than `exp (-ν j)`
    rw [← Finset.mul_prod_erase univ _ (mem_univ j), ← Finset.add_sum_erase univ _ (mem_univ j),
      neg_add, Real.exp_add] at h
    have a := mul_le_mul_of_nonneg_left (prod_bounds ν h1 (univ.erase j)).1 (sub_nonneg.2 (h1 j))
    have b : 1 - ν j < Real.exp (-ν j) := by linarith [Real.add_one_lt_exp (neg_ne_zero.2 hj)]
    linarith [mul_lt_mul_of_pos_right b (Real.exp_pos (-∑ i ∈ univ.erase j, ν i))]
  exact hK.trace_eq_zero_iff.1 (by rw [ht]; simp [hall])
```

Here `a` is the first inequality of the display, `b` the strict one-factor bound, and `hK.trace_eq_zero_iff` the final step.

## A sum over configurations of two determinants

In this identity alone $A$ names a matrix, as in the code. Let $N$ be the number of elements of `n`, $M$ that of `m`, $A$ an $N\times M$ and $B$ an $M\times N$ matrix. A configuration is a map $x$ assigning a site $x_i$ to each particle $i$. Define the $N\times N$ matrices $(A_x)_{ki}=A_{k,x_i}$ and $(B_x)_{ij}=B_{x_i,j}$. Expand the determinant over permutations $\tau$ and distribute the product over the site sums:

$$\det(AB)=\sum_\tau\operatorname{sgn}\tau\prod_i\sum_rA_{\tau(i),r}B_{r,i}=\sum_x\det A_x\prod_iB_{x_i,i}.$$

For a fixed permutation $\sigma$, $x\mapsto x\circ\sigma$ is a bijection of configurations that permutes the columns of $A_x$, so

$$\det(AB)=\sum_x\det A_x\;\operatorname{sgn}\sigma\prod_iB_{x_{\sigma(i)},i}.$$

Summing over the $N!$ permutations assembles $\det B_x$:

$$N!\,\det(AB)=\sum_x\det A_x\,\det B_x .$$

This is the Andréief identity with finite sums over sites in the place of integrals.

```lean
omit [DecidableEq m] in
/-- Discrete Andréief identity: the sum over all configurations `x` of a product of two determinants
is `N!` times the determinant of the product `A * B`. -/
theorem andreief (A : Matrix n m ℂ) (B : Matrix m n ℂ) :
    ((Fintype.card n).factorial : ℂ) * (A * B).det =
      ∑ x : n → m, (A.submatrix id x).det * (B.submatrix x id).det := by
  have h1 : (A * B).det = ∑ x : n → m, (A.submatrix id x).det * ∏ i, B (x i) i := by
    simp only [det_apply', Matrix.mul_apply, Finset.prod_univ_sum, Finset.mul_sum,
      Finset.sum_mul, Fintype.piFinset_univ, submatrix_apply, id_eq, Finset.prod_mul_distrib,
      mul_assoc]
    exact Finset.sum_comm
  -- relabel the particles by a permutation
  have h2 : ∀ σ : Equiv.Perm n, (A * B).det = ∑ x : n → m, (A.submatrix id x).det *
      (((Equiv.Perm.sign σ : ℤ) : ℂ) * ∏ i, B (x (σ i)) i) := fun σ => by
    let e : (n → m) ≃ (n → m) :=
      ⟨fun x => x ∘ σ, fun x => x ∘ σ.symm, fun x => by ext; simp, fun x => by ext; simp⟩
    rw [h1]
    refine (Fintype.sum_equiv e _ _ fun x => ?_).symm
    have hp : (A.submatrix id (x ∘ σ)).det =
        ((Equiv.Perm.sign σ : ℤ) : ℂ) * (A.submatrix id x).det := det_permute' σ (A.submatrix id x)
    show (A.submatrix id x).det * (((Equiv.Perm.sign σ : ℤ) : ℂ) * ∏ i, B (x (σ i)) i) =
      (A.submatrix id (x ∘ σ)).det * ∏ i, B (x (σ i)) i
    rw [hp]
    ring
  calc ((Fintype.card n).factorial : ℂ) * (A * B).det
      = ∑ _σ : Equiv.Perm n, (A * B).det := by simp [Fintype.card_perm]
    _ = _ := Finset.sum_congr rfl fun σ _ => h2 σ
    _ = _ := Finset.sum_comm
    _ = _ := Finset.sum_congr rfl fun x _ => by
      rw [det_apply' (B.submatrix x id), Finset.mul_sum]
      rfl
```

`A.submatrix id x` is $A_x$ and `B.submatrix x id` is $B_x$. The statement `h1` is the expansion, `h2` the relabelling by the bijection `e` with the sign from `det_permute'`, and the `calc` block is the sum over $\sigma$.

## Orbitals, region and wave function

Let $C_{rj}$ be the amplitude of orbital $j$ on site $r$; a spin label, if present, is part of $r$. Orthonormality is the hypothesis $C^\dagger C=1$, which treats the sites as an orthonormal basis. For a set of sites $A$, the truncated matrix $C^A$ keeps the rows with $r\in A$ and has zeros elsewhere.

```lean
/-- The orbitals (columns of `C`) cut off outside the set of sites `A`. -/
def restrict (C : Matrix m n ℂ) (A : Finset m) : Matrix m n ℂ :=
  of fun r j => if r ∈ A then C r j else 0
```

The kernel is the $N\times N$ overlap matrix $K_A=(C^A)^\dagger C^A$, with entries $(K_A)_{jk}=\sum_{r\in A}\overline{C_{rj}}\,C_{rk}$.

```lean
/-- The overlap matrix of the orbitals within the region `A`. -/
def regionKernel (C : Matrix m n ℂ) (A : Finset m) : Matrix n n ℂ :=
  (restrict C A)ᴴ * restrict C A
```

The wave function is $\Psi(x)=\det C_x/\sqrt{N!}$ with $(C_x)_{ij}=C_{x_i,j}$: rows are particles, columns orbitals.

```lean
/-- Slater amplitude `det C(x i, j) / √N!` for particle `i` at site `x i`. -/
def slater (C : Matrix m n ℂ) (x : n → m) : ℂ :=
  (C.submatrix x id).det / (Real.sqrt (Fintype.card n).factorial : ℝ)
```

The Born rule enters as a definition, $P_0(A)=\sum_{x:\ x_i\notin A\ \forall i}|\Psi(x)|^2$. The sum runs over all ordered configurations; those with a repeated site have two equal rows and contribute zero.

```lean
/-- Sum of `|Ψ|²` over the configurations with no particle in `A`. -/
def emptyProb (C : Matrix m n ℂ) (A : Finset m) : ℝ :=
  ∑ x : n → m, if ∀ i, x i ∉ A then ‖slater C x‖ ^ 2 else 0
```

## The empty-region probability as a determinant

Let $A^c$ be the complement of $A$. Splitting $\sum_r\overline{C_{rj}}C_{rk}=\delta_{jk}$ into sites inside and outside $A$ gives $1-K_A=K_{A^c}$.

```lean
omit [Fintype n] in
/-- For orthonormal orbitals, `1 - K_A` is the overlap matrix of the complementary region. -/
theorem one_sub_regionKernel {C : Matrix m n ℂ} (hC : Cᴴ * C = 1) (A : Finset m) :
    1 - regionKernel C A = regionKernel C Aᶜ := by
  rw [← hC]
  ext i j
  simp only [regionKernel, restrict, Matrix.sub_apply, Matrix.mul_apply,
    Matrix.conjTranspose_apply, Matrix.of_apply,
    ← Finset.sum_sub_distrib]
  refine Finset.sum_congr rfl fun r _ => ?_
  by_cases h : r ∈ A <;> simp [h]
```

Put $D=C^{A^c}$ and apply the identity above to the pair $D^\dagger$, $D$. Since $(D^\dagger)_x=(D_x)^\dagger$, each term is $|\det D_x|^2$. If no $x_i$ lies in $A$ then $D_x=C_x$; if some $x_i$ does, row $i$ of $D_x$ vanishes and so does the term. Hence

$$N!\,\det(1-K_A)=N!\,\det(D^\dagger D)=\sum_{x:\ x_i\notin A\ \forall i}|\det C_x|^2=N!\,P_0(A).$$

```lean
/-- In a Slater determinant of orthonormal orbitals the probability that `A` is empty equals
`det (1 - K_A)`. -/
theorem emptyProb_eq {C : Matrix m n ℂ} (hC : Cᴴ * C = 1) (A : Finset m) :
    emptyProb C A = holeProb (regionKernel C A) := by
  have hx : ∀ x : n → m, ((restrict C Aᶜ)ᴴ.submatrix id x).det *
      ((restrict C Aᶜ).submatrix x id).det =
      ((if ∀ i, x i ∉ A then ‖(C.submatrix x id).det‖ ^ 2 else 0 : ℝ) : ℂ) := fun x => by
    have e : (restrict C Aᶜ)ᴴ.submatrix id x = ((restrict C Aᶜ).submatrix x id)ᴴ := rfl
    by_cases h : ∀ i, x i ∉ A
    · have e2 : (restrict C Aᶜ).submatrix x id = C.submatrix x id := by
        ext i j
        simp [restrict, h i]
      rw [if_pos h, e, e2, det_conjTranspose, mul_comm, Complex.star_def, Complex.mul_conj,
        Complex.normSq_eq_norm_sq]
    · -- a particle inside `A` gives a vanishing row
      obtain ⟨i, hi⟩ := not_forall.1 h
      have z : ((restrict C Aᶜ).submatrix x id).det = 0 :=
        det_eq_zero_of_row_eq_zero i fun j => by simp [restrict, not_not.1 hi]
      rw [if_neg h, z, mul_zero, Complex.ofReal_zero]
  have h := congrArg Complex.re
    ((andreief (restrict C Aᶜ)ᴴ (restrict C Aᶜ)).trans (Finset.sum_congr rfl fun x _ => hx x))
  rw [← Complex.ofReal_sum, Complex.ofReal_re, ← Complex.ofReal_natCast,
    Complex.re_ofReal_mul] at h
  have hN : ((Fintype.card n).factorial : ℝ) ≠ 0 := by positivity
  rw [holeProb, one_sub_regionKernel hC, regionKernel]
  apply mul_left_cancel₀ hN
  rw [h, emptyProb, Finset.mul_sum]
  refine Finset.sum_congr rfl fun x _ => ?_
  split_ifs
  · rw [slater, norm_div, div_pow, Complex.norm_real, Real.norm_eq_abs, sq_abs,
      Real.sq_sqrt (Nat.cast_nonneg _)]
    field_simp
  · simp
```

`hx` evaluates a single term in the two cases, `h` is the real part of the summed identity, and `mul_left_cancel₀ hN` removes $N!$.

## Bounds in terms of the density

The trace of the kernel is $\operatorname{tr}K_A=\sum_{r\in A}\sum_j|C_{rj}|^2=N_A$, the orbital density summed over $A$. Both $K_A$ and $1-K_A=K_{A^c}$ have the form $X^\dagger X$ and are positive semidefinite, so the hypotheses of `holeProb_bounds` are derived here from $C^\dagger C=1$.

```lean
/-- With `N_A` the density `∑ j, |C r j|²` summed over `A`, the probability that `A` is empty
in a Slater determinant of orthonormal orbitals lies between `1 - N_A` and `exp (-N_A)`. -/
theorem slater_bounds {C : Matrix m n ℂ} (hC : Cᴴ * C = 1) (A : Finset m) :
    1 - ∑ r ∈ A, ∑ j, ‖C r j‖ ^ 2 ≤ emptyProb C A ∧
      emptyProb C A ≤ Real.exp (-∑ r ∈ A, ∑ j, ‖C r j‖ ^ 2) := by
  have hm : meanNumber (regionKernel C A) = ∑ r ∈ A, ∑ j, ‖C r j‖ ^ 2 := by
    simp only [meanNumber, regionKernel, Matrix.trace, diag_apply, Matrix.mul_apply,
      conjTranspose_apply, Complex.re_sum]
    rw [Finset.sum_comm]
    refine (Finset.sum_subset (Finset.subset_univ A) fun r _ hr => ?_).symm.trans
      (Finset.sum_congr rfl fun r hr => Finset.sum_congr rfl fun j _ => ?_)
    · simp [restrict, hr]
    · have e : restrict C A r j = C r j := by simp [restrict, hr]
      rw [e, mul_comm, Complex.star_def, Complex.mul_conj, Complex.normSq_eq_norm_sq,
        Complex.ofReal_re]
  rw [← hm, emptyProb_eq hC]
  refine holeProb_bounds (posSemidef_conjTranspose_mul_self _) ?_
  rw [one_sub_regionKernel hC]
  exact posSemidef_conjTranspose_mul_self _
```

The theorem reads $1-N_A\le P_0(A)\le e^{-N_A}$ for every orthonormal set of orbitals on finitely many sites and every $A$. In the proof `hm` is the trace formula and `posSemidef_conjTranspose_mul_self` supplies both positivity conditions. Taking $A$ empty gives $1\le P_0(\emptyset)\le1$, the normalisation of $\Psi$. The number $N_A$ appears as the explicit double sum; its identification with the expected particle count in $A$ is the usual one for a determinant and is not proved here. The statement concerns one determinant, as for non-interacting fermions or a Hartree–Fock state in a finite orthonormal basis. Superpositions of determinants, thermal states, overlapping basis functions and continuous space lie beyond it.

## One orbital on two sites

Take $N=1$, sites $0$ and $1$, and the normalised orbital with $C_{00}=3/5$, $C_{10}=4/5$.

```lean
/-- One orbital with amplitudes `3/5` and `4/5` on two sites. -/
def twoSite : Matrix (Fin 2) (Fin 1) ℂ := !![3 / 5; 4 / 5]
```

For $A=\{0\}$ the kernel is the $1\times1$ matrix $9/25$, so $\operatorname{tr}K_A=9/25$ and $\det(1-K_A)=16/25=1-9/25$. The lower bound is attained, at $0.64$, while the Poisson value is $e^{-9/25}\approx0.70$. By `emptyProb_eq`, $16/25$ is the probability that site $0$ is empty, which is $|C_{10}|^2$.

```lean
/-- The two-site orbital is normalised; on the first site `tr K = 9/25` and
`det (1 - K) = 16/25`. -/
theorem twoSite_witness : twoSiteᴴ * twoSite = 1 ∧
    meanNumber (regionKernel twoSite {0}) = 9 / 25 ∧
    holeProb (regionKernel twoSite {0}) = 16 / 25 := by
  have hK : regionKernel twoSite {0} = !![9 / 25] := by
    ext i j
    fin_cases i; fin_cases j
    norm_num [regionKernel, restrict, twoSite, Matrix.mul_apply, Fin.sum_univ_succ, map_ofNat]
  refine ⟨?_, ?_, ?_⟩
  · ext i j
    fin_cases i; fin_cases j
    norm_num [twoSite, Matrix.mul_apply, Fin.sum_univ_succ, map_ofNat]
  · rw [hK]
    norm_num [meanNumber, Matrix.trace]
  · rw [hK]
    norm_num [holeProb, det_unique]

end

end HoleProbability
```

```lean
#print axioms HoleProbability.holeProb_eq_poisson_iff
#print axioms HoleProbability.slater_bounds
```

```
'HoleProbability.holeProb_eq_poisson_iff' depends on axioms: [propext, Classical.choice, Quot.sound]
'HoleProbability.slater_bounds' depends on axioms: [propext, Classical.choice, Quot.sound]
```
